# The spin-spin operator turns 1/|r| into the dipolar interaction for r ≠ 0, and (a×n)·(b×n) averages to 2a·b/3 over directions

For fixed vectors a and b in ℝ³ and every r ≠ 0, with |r| the Euclidean length,

(a×∇)·(b×∇) (1/|r|) = a·b/|r|³ − 3(a·r)(b·r)/|r|⁵.

The average over unit vectors n is

⟨(a×n)·(b×n)⟩ = (2/3) a·b.

Multiplied by −4π, this average becomes −(8π/3) a·b, the coefficient of the delta function δ(r) in the contact term. If a and b stand for two spins, these are the dipolar and contact parts of the Breit–Pauli spin-spin interaction, here for point particles, with classical vectors in place of spin operators and without physical prefactors.

## No condition on a and b

The vectors a and b are arbitrary and constant in space, so ∇ acts only on the potential. Zero, parallel and orthogonal vectors are all allowed.

In Lean a vector is a function `Fin 3 → ℝ` with components 0, 1, 2; `⬝ᵥ` is the dot product and `⨯₃` the cross product. `grad` collects the derivatives along the coordinate axes, and `spinSpin` applies b×∇ first, then a×∇, and sums over the components. The length `radius` is the square root of r·r. `sphereAvg` integrates over the polar angle θ and the azimuth φ with weight sin θ and divides by 4π.

```lean
import Mathlib

open Matrix Real Topology

namespace SpinSpinDipolar

noncomputable section

/-- The point `r` displaced by `t` along the coordinate axis `k`. -/
def shift (r : Fin 3 → ℝ) (k : Fin 3) (t : ℝ) : Fin 3 → ℝ := r + t • Pi.single k 1

/-- The gradient: the three partial derivatives of a scalar field. -/
def grad (f : (Fin 3 → ℝ) → ℝ) (r : Fin 3 → ℝ) : Fin 3 → ℝ :=
  fun k => deriv (fun t => f (shift r k t)) 0

/-- The vector operator `a × ∇` applied to a scalar field. -/
def crossGrad (a : Fin 3 → ℝ) (f : (Fin 3 → ℝ) → ℝ) (r : Fin 3 → ℝ) : Fin 3 → ℝ :=
  a ⨯₃ grad f r

/-- The spin-spin operator `(a × ∇) · (b × ∇)` applied to a scalar field. -/
def spinSpin (a b : Fin 3 → ℝ) (f : (Fin 3 → ℝ) → ℝ) (r : Fin 3 → ℝ) : ℝ :=
  ∑ i, crossGrad a (fun x => crossGrad b f x i) r i

/-- The Euclidean length of `r`. -/
def radius (r : Fin 3 → ℝ) : ℝ := √(r ⬝ᵥ r)

/-- The Coulomb potential `1/|r|` of a unit charge, for `r ≠ 0`. -/
def coulomb (r : Fin 3 → ℝ) : ℝ := 1 / radius r

/-- The unit vector with polar angle `θ` and azimuth `φ`. -/
def direction (θ φ : ℝ) : Fin 3 → ℝ := ![sin θ * cos φ, sin θ * sin φ, cos θ]

/-- The average of a function over the unit sphere, in spherical angles. -/
def sphereAvg (F : (Fin 3 → ℝ) → ℝ) : ℝ :=
  (∫ θ in (0 : ℝ)..π, ∫ φ in (0 : ℝ)..(2 * π), F (direction θ φ) * sin θ) / (4 * π)
```

## r ≠ 0: the two particles are apart

Here r is the separation of the two particles. By hand, the condition enters with the first derivative. Differentiating |r|² = r·r along axis k gives 2|r| ∂ₖ|r| = 2rₖ, and division by 2|r| yields

∂ₖ|r| = rₖ/|r|.

The proof follows the same route: `radius_pos` shows that the length is positive, and `hasDerivAt_radius` differentiates r·r and then applies the chain rule for the square root, which needs r·r ≠ 0.

At r = 0 this derivative does not exist. Along any axis the length is |t|, which has a corner at t = 0. The potential 1/|t| is worse, since it diverges there, and the contact term sits at just this point.

```lean
/-- A nonzero vector has positive length. -/
theorem radius_pos {r : Fin 3 → ℝ} (hr : r ≠ 0) : 0 < radius r := by
  have h : 0 ≤ r ⬝ᵥ r := Finset.sum_nonneg fun i _ => mul_self_nonneg (r i)
  exact Real.sqrt_pos.2 (lt_of_le_of_ne h fun e => hr (dotProduct_self_eq_zero.1 e.symm))

/-- Away from the origin, the derivative of `|r|` along axis `k` is `r k / |r|`. -/
theorem hasDerivAt_radius {r : Fin 3 → ℝ} (hr : r ≠ 0) (k : Fin 3) :
    HasDerivAt (fun t => radius (shift r k t)) (r k / radius r) 0 := by
  have h0 : shift r k 0 = r := by simp [shift]
  have hx : ∀ j, HasDerivAt (fun t => shift r k t j) ((Pi.single k 1 : Fin 3 → ℝ) j) 0 :=
    fun j => (((hasDerivAt_id (0 : ℝ)).mul_const _).const_add (r j)).congr_deriv (one_mul _)
  have hsq : HasDerivAt (fun t => shift r k t ⬝ᵥ shift r k t) (2 * r k) 0 := by
    simp only [dotProduct, Fin.sum_univ_three]
    refine ((((hx 0).fun_mul (hx 0)).fun_add ((hx 1).fun_mul (hx 1))).fun_add
      ((hx 2).fun_mul (hx 2))).congr_deriv ?_
    simp only [h0]
    fin_cases k <;> simp <;> ring
  refine (hsq.sqrt ?_).congr_deriv ?_
  · simp only [h0]
    exact fun e => hr (dotProduct_self_eq_zero.1 e)
  · simp only [h0]
    exact mul_div_mul_left _ _ two_ne_zero
```

## A gradient known around r, with partial derivatives at r

A second-order operator needs the gradient ∇f in a neighbourhood, not just at one point. Write gⱼ = ∂ⱼf and Hₖⱼ = ∂ₖgⱼ. In components, the operator contains the sum over i of a product of two Levi-Civita symbols,

Σᵢ εᵢₘₖ εᵢₗⱼ = δₘₗ δₖⱼ − δₘⱼ δₖₗ.

Contracting with aₘ, bₗ and Hₖⱼ gives

(a×∇)·(b×∇) f = (a·b) Σₖ Hₖₖ − Σₖⱼ aⱼ bₖ Hₖⱼ.

In `spinSpin_eq`, the hypothesis `hg` says that the gradient of f equals g at all points near r, and `hH` says that g has partial derivatives H at r. The proof uses `hg` to replace b×∇f by b×g before the outer derivative is taken, and `hH` to take that derivative. The symmetry of H is not needed.

Suppose that `hg` held only at r itself. Take r = 0, f(x) = x·x, g = 0, H = 0 and a = b = (0, 0, 1). The gradient of f at the origin is indeed 0, yet the operator is ∂₀² + ∂₁² and gives 4, while the formula gives 0. Without `hH` there may be no H at all: for f(x) = x₀|x₀| the gradient component 2|x₀| has a corner at x₀ = 0.

```lean
/-- If `f` has gradient `g` near `r`, and `g` has partial derivatives `H k j = ∂ₖ gⱼ` at `r`,
then `(a × ∇) · (b × ∇) f` is `a · b` times the trace of `H` minus `∑ aⱼ bₖ H k j`. -/
theorem spinSpin_eq (a b : Fin 3 → ℝ) {f : (Fin 3 → ℝ) → ℝ} {r : Fin 3 → ℝ}
    (g : (Fin 3 → ℝ) → Fin 3 → ℝ) (H : Fin 3 → Fin 3 → ℝ)
    (hg : ∀ᶠ x in 𝓝 r, grad f x = g x)
    (hH : ∀ k j, HasDerivAt (fun t => g (shift r k t) j) (H k j) 0) :
    spinSpin a b f r = (a ⬝ᵥ b) * ∑ k, H k k - ∑ k, ∑ j, a j * b k * H k j := by
  have key : ∀ i k, grad (fun x => crossGrad b f x i) r k = (b ⨯₃ H k) i := by
    intro i k
    have hc : Continuous (shift r k) := by unfold shift; fun_prop
    have hl := hc.tendsto 0
    rw [show shift r k 0 = r by simp [shift]] at hl
    have hev : (fun t => crossGrad b f (shift r k t) i) =ᶠ[𝓝 0]
        fun t => (b ⨯₃ g (shift r k t)) i :=
      (hl.eventually hg).mono fun t ht => congrArg (fun v => (b ⨯₃ v) i) ht
    have hd : HasDerivAt (fun t => (b ⨯₃ g (shift r k t)) i) ((b ⨯₃ H k) i) 0 := by
      have h0 := ((hH k 2).const_mul (b 1)).fun_sub ((hH k 1).const_mul (b 2))
      have h1 := ((hH k 0).const_mul (b 2)).fun_sub ((hH k 2).const_mul (b 0))
      have h2 := ((hH k 1).const_mul (b 0)).fun_sub ((hH k 0).const_mul (b 1))
      fin_cases i
      exacts [h0, h1, h2]
    exact hev.deriv_eq.trans hd.deriv
  have hs : spinSpin a b f r = ∑ i, (a ⨯₃ (fun k => (b ⨯₃ H k) i)) i :=
    Finset.sum_congr rfl fun i _ => congrArg (fun v => (a ⨯₃ v) i) (funext (key i))
  rw [hs]
  simp [cross_apply, Fin.sum_univ_three, dotProduct]
  ring
```

For the Coulomb potential, r ≠ 0 supplies both conditions, because all points close enough to r are nonzero too. The first derivative is

∂ⱼ(1/|r|) = −rⱼ/|r|³,

and by the quotient rule the second is

Hₖⱼ = 3rₖrⱼ/|r|⁵ − δₖⱼ/|r|³.

Its trace is 3|r|²/|r|⁵ − 3/|r|³ = 0, which is Laplace's equation away from the charge. Only the mixed term is left:

−Σₖⱼ aⱼ bₖ Hₖⱼ = a·b/|r|³ − 3(a·r)(b·r)/|r|⁵.

In the proof, `hg` and `hH` are these two derivatives and `tr` is the vanishing trace.

```lean
/-- Away from the origin, `(a × ∇) · (b × ∇)` applied to `1/|r|` is the dipolar interaction
`a·b/|r|³ - 3 (a·r)(b·r)/|r|⁵`. -/
theorem spinSpin_coulomb (a b : Fin 3 → ℝ) {r : Fin 3 → ℝ} (hr : r ≠ 0) :
    spinSpin a b coulomb r =
      (a ⬝ᵥ b) / radius r ^ 3 - 3 * (a ⬝ᵥ r) * (b ⬝ᵥ r) / radius r ^ 5 := by
  have h0 : ∀ (x : Fin 3 → ℝ) k, shift x k 0 = x := fun x k => by simp [shift]
  have hne := (radius_pos hr).ne'
  -- the gradient of the Coulomb potential
  have hg : ∀ᶠ x in 𝓝 r, grad coulomb x = fun j => -x j / radius x ^ 3 := by
    filter_upwards [eventually_ne_nhds hr] with x hx
    funext k
    have h := (hasDerivAt_const (0 : ℝ) (1 : ℝ)).fun_div (hasDerivAt_radius hx k)
      (by simp only [h0]; exact (radius_pos hx).ne')
    refine h.deriv.trans ?_
    simp only [h0]
    ring
  -- the second derivatives of the Coulomb potential
  have hH : ∀ k j, HasDerivAt (fun t => -shift r k t j / radius (shift r k t) ^ 3)
      (3 * r k * r j / radius r ^ 5 - (Pi.single k 1 : Fin 3 → ℝ) j / radius r ^ 3) 0 := by
    intro k j
    have hx : HasDerivAt (fun t => shift r k t j) ((Pi.single k 1 : Fin 3 → ℝ) j) 0 :=
      (((hasDerivAt_id (0 : ℝ)).mul_const _).const_add (r j)).congr_deriv (one_mul _)
    refine (hx.fun_neg.fun_div ((hasDerivAt_radius hr k).fun_pow 3)
      (by simp only [h0]; exact pow_ne_zero 3 hne)).congr_deriv ?_
    simp only [h0, Nat.cast_ofNat, show (3 : ℕ) - 1 = 2 from rfl]
    field_simp
    ring
  rw [spinSpin_eq a b (fun x j => -x j / radius x ^ 3) _ hg hH]
  -- the Laplacian of the potential vanishes
  have tr : ∑ k, (3 * r k * r k / radius r ^ 5
      - (Pi.single k 1 : Fin 3 → ℝ) k / radius r ^ 3) = 0 := by
    have hq : radius r ^ 2 = r 0 * r 0 + r 1 * r 1 + r 2 * r 2 := by
      have hnn : 0 ≤ r ⬝ᵥ r := Finset.sum_nonneg fun i _ => mul_self_nonneg (r i)
      rw [radius, Real.sq_sqrt hnn]
      simp only [dotProduct, Fin.sum_univ_three]
    have h5 : 1 / radius r ^ 3 = radius r ^ 2 / radius r ^ 5 := by field_simp
    simp only [Fin.sum_univ_three, Pi.single_eq_same]
    linear_combination (-3) * h5 - 3 / radius r ^ 5 * hq
  rw [tr]
  generalize radius r = ρ
  simp [Fin.sum_univ_three, dotProduct, Pi.single_apply]
  ring
```

A plane wave is smooth everywhere, so no point has to be excluded. For a wave vector q, the second derivatives of cos(q·r) are −qₖqⱼ cos(q·r). The operator therefore multiplies the wave by

−[(a·b)(q·q) − (a·q)(b·q)] = −(a×q)·(b×q).

This factor is the symbol of the operator, including its sign.

```lean
/-- On the wave `cos (q·r)` the operator `(a × ∇) · (b × ∇)` acts as multiplication by
`-(a × q) · (b × q)`. -/
theorem spinSpin_cos (a b q r : Fin 3 → ℝ) :
    spinSpin a b (fun x => cos (q ⬝ᵥ x)) r = -((a ⨯₃ q) ⬝ᵥ (b ⨯₃ q)) * cos (q ⬝ᵥ r) := by
  have h0 : ∀ (x : Fin 3 → ℝ) k, shift x k 0 = x := fun x k => by simp [shift]
  have hp : ∀ x k, HasDerivAt (fun t => q ⬝ᵥ shift x k t) (q k) 0 := by
    intro x k
    have h : ∀ t, q ⬝ᵥ shift x k t = q ⬝ᵥ x + t * q k := fun t => by
      rw [shift, dotProduct_add, dotProduct_smul, dotProduct_single, mul_one, smul_eq_mul]
    simp only [h]
    exact (((hasDerivAt_id (0 : ℝ)).mul_const (q k)).const_add _).congr_deriv (one_mul _)
  rw [spinSpin_eq (f := fun x => cos (q ⬝ᵥ x)) (r := r) a b (fun x j => -sin (q ⬝ᵥ x) * q j)
    (fun k j => -(cos (q ⬝ᵥ r) * q k) * q j)
    (Filter.Eventually.of_forall fun x => funext fun k =>
      (hp x k).cos.deriv.trans (by simp only [h0]))
    (fun k j => ((hp r k).sin.fun_neg.mul_const (q j)).congr_deriv (by simp only [h0]))]
  generalize cos (q ⬝ᵥ r) = c
  simp [cross_apply, Fin.sum_univ_three, dotProduct]
  ring
```

## |n| = 1: only the direction is averaged

The unit length is built into `direction` and proved in `direction_dot_self`. By hand it enters through

(a×n)·(b×n) = (a·b)(n·n) − (a·n)(b·n) = a·b − (a·n)(b·n).

Integrating (a·n)(b·n) over φ removes the cross terms and leaves

π sin²θ (a₀b₀ + a₁b₁) + 2π cos²θ a₂b₂.

With the weight sin θ, the integrals over θ are ∫ sin³θ dθ = 4/3 and ∫ cos²θ sin θ dθ = 2/3. The total is (4π/3) a·b, so the average of (a·n)(b·n) is a·b/3, and that of (a×n)·(b×n), the symbol without its minus sign, is a·b − a·b/3 = (2/3) a·b.

`sphereAvg_quadratic` does this for c + d(a·n)(b·n), with real constants c and d. Its steps `azim` and `polar` evaluate the two integrals from explicit antiderivatives. With c = a·b and d = −3 the average is zero: the dipolar term averages to zero over the unit sphere. `sphereAvg_symbol` takes d = −1.

For vectors of length 2 in place of unit vectors, the average would be (8/3) a·b.

```lean
/-- The vector with given spherical angles has unit length. -/
theorem direction_dot_self (θ φ : ℝ) : direction θ φ ⬝ᵥ direction θ φ = 1 := by
  simp [direction, dotProduct, Fin.sum_univ_three]
  linear_combination sin θ ^ 2 * sin_sq_add_cos_sq φ + sin_sq_add_cos_sq θ

/-- The sphere average of `c + d (a·n)(b·n)` is `c + d a·b/3`. -/
theorem sphereAvg_quadratic (a b : Fin 3 → ℝ) (c d : ℝ) :
    sphereAvg (fun n => c + d * ((a ⬝ᵥ n) * (b ⬝ᵥ n))) = c + d * ((a ⬝ᵥ b) / 3) := by
  have hdot : ∀ (v : Fin 3 → ℝ) θ φ, v ⬝ᵥ direction θ φ =
      v 0 * (sin θ * cos φ) + v 1 * (sin θ * sin φ) + v 2 * cos θ := fun v θ φ => by
    simp [direction, dotProduct, Fin.sum_univ_three]
  -- azimuthal integral, by an explicit antiderivative
  have azim : ∀ P Q R S T : ℝ, ∫ x in (0 : ℝ)..(2 * π), (P + Q * cos x ^ 2
      + R * (sin x * cos x) + S * cos x + T * sin x) = 2 * π * P + π * Q := by
    intro P Q R S T
    have hd : ∀ x, HasDerivAt (fun y => P * y + Q / 2 * (y + sin y * cos y)
        + R / 2 * (sin y * sin y) + S * sin y - T * cos y)
        (P + Q * cos x ^ 2 + R * (sin x * cos x) + S * cos x + T * sin x) x := by
      intro x
      have hs := hasDerivAt_sin x
      have hc := hasDerivAt_cos x
      have hi := hasDerivAt_id' x
      refine (((((hi.const_mul P).fun_add ((hi.fun_add (hs.fun_mul hc)).const_mul (Q / 2))).fun_add
        ((hs.fun_mul hs).const_mul (R / 2))).fun_add (hs.const_mul S)).fun_sub
        (hc.const_mul T)).congr_deriv ?_
      linear_combination (-(Q / 2)) * sin_sq_add_cos_sq x
    rw [intervalIntegral.integral_eq_sub_of_hasDerivAt (fun x _ => hd x)
      (Continuous.intervalIntegrable (by fun_prop) _ _)]
    simp only [sin_two_pi, cos_two_pi, sin_zero, cos_zero]
    ring
  -- polar integral
  have polar : ∀ U V : ℝ, ∫ x in (0 : ℝ)..π, (U * sin x + V * (cos x ^ 2 * sin x))
      = 2 * U + 2 * V / 3 := by
    intro U V
    have hd : ∀ x, HasDerivAt (fun y => -U * cos y + -(V / 3) * (cos y * cos y * cos y))
        (U * sin x + V * (cos x ^ 2 * sin x)) x := by
      intro x
      have hc := hasDerivAt_cos x
      refine ((hc.const_mul (-U)).fun_add
        (((hc.fun_mul hc).fun_mul hc).const_mul (-(V / 3)))).congr_deriv ?_
      ring
    rw [intervalIntegral.integral_eq_sub_of_hasDerivAt (fun x _ => hd x)
      (Continuous.intervalIntegrable (by fun_prop) _ _)]
    simp only [cos_pi, cos_zero]
    ring
  have inner : ∀ θ, ∫ φ in (0 : ℝ)..(2 * π),
      (c + d * ((a ⬝ᵥ direction θ φ) * (b ⬝ᵥ direction θ φ))) * sin θ =
      (2 * π * c + π * d * (a 0 * b 0 + a 1 * b 1)) * sin θ
        + π * d * (2 * a 2 * b 2 - a 0 * b 0 - a 1 * b 1) * (cos θ ^ 2 * sin θ) := by
    intro θ
    refine (intervalIntegral.integral_congr fun φ _ => ?_).trans ((azim
      (sin θ * (c + d * (sin θ ^ 2 * a 1 * b 1 + cos θ ^ 2 * a 2 * b 2)))
      (d * sin θ ^ 3 * (a 0 * b 0 - a 1 * b 1)) (d * sin θ ^ 3 * (a 0 * b 1 + a 1 * b 0))
      (d * sin θ ^ 2 * cos θ * (a 0 * b 2 + a 2 * b 0))
      (d * sin θ ^ 2 * cos θ * (a 1 * b 2 + a 2 * b 1))).trans ?_)
    · simp only [hdot]
      linear_combination d * sin θ ^ 3 * a 1 * b 1 * sin_sq_add_cos_sq φ
    · linear_combination π * d * (a 0 * b 0 + a 1 * b 1) * sin θ * sin_sq_add_cos_sq θ
  simp only [sphereAvg, inner]
  rw [polar, div_eq_iff (by positivity)]
  simp only [dotProduct, Fin.sum_univ_three]
  ring

/-- The average of `(a × n) · (b × n)` over all unit vectors `n` is `2 a·b/3`. -/
theorem sphereAvg_symbol (a b : Fin 3 → ℝ) :
    sphereAvg (fun n => (a ⨯₃ n) ⬝ᵥ (b ⨯₃ n)) = 2 * (a ⬝ᵥ b) / 3 := by
  have h : ∀ θ φ, (a ⨯₃ direction θ φ) ⬝ᵥ (b ⨯₃ direction θ φ) =
      a ⬝ᵥ b + (-1) * ((a ⬝ᵥ direction θ φ) * (b ⬝ᵥ direction θ φ)) := fun θ φ => by
    rw [cross_dot_cross, direction_dot_self, dotProduct_comm (direction θ φ) b]
    ring
  have e := sphereAvg_quadratic a b (a ⬝ᵥ b) (-1)
  simp only [sphereAvg, h] at e ⊢
  rw [e]
  ring
```

## q ≠ 0: a wave vector with a direction

Now let q be a real number and q n the wave vector. With the convention ∫ f(r) exp(−i q n·r) d³r, the Fourier transform of 1/|r| is 4π/|q n|², which enters here as a known expression. By hand, the symbol contributes q², which cancels against the denominator when q ≠ 0:

⟨−(a×qn)·(b×qn) · 4π/q²⟩ = −4π · (2/3) a·b = −(8π/3) a·b.

In this convention a constant C in wave-vector space corresponds to C δ(r), hence the name contact coefficient. The rest, 4π[(a·n)(b·n) − a·b/3], averages to zero and belongs to the dipolar term. Both correspondences are part of distribution theory and are not proved here.

In `contact_coefficient`, `hq` permits the cancellation, and `sphereAvg_symbol` does the rest. At q = 0 the product has no limit independent of direction: for a = b = (0, 0, 1) it is 0 along axis 2 and −4π along axis 0. Lean's convention for division by zero would make the left side 0 there, against −8π/3 on the right, so the equation would be false.

```lean
/-- For wave vectors `q n` of fixed nonzero `q`, the directional average of
`-(a × q n) · (b × q n)` times `4π/|q n|²` is `-(8π/3) a·b`. -/
theorem contact_coefficient (a b : Fin 3 → ℝ) {q : ℝ} (hq : q ≠ 0) :
    sphereAvg (fun n => -((a ⨯₃ (q • n)) ⬝ᵥ (b ⨯₃ (q • n))) * (4 * π / radius (q • n) ^ 2))
      = -(8 * π / 3) * (a ⬝ᵥ b) := by
  have h : ∀ θ φ, -((a ⨯₃ (q • direction θ φ)) ⬝ᵥ (b ⨯₃ (q • direction θ φ)))
      * (4 * π / radius (q • direction θ φ) ^ 2) =
      -(4 * π) * ((a ⨯₃ direction θ φ) ⬝ᵥ (b ⨯₃ direction θ φ)) := fun θ φ => by
    have hd : (q • direction θ φ) ⬝ᵥ (q • direction θ φ) = q ^ 2 := by
      rw [smul_dotProduct, dotProduct_smul, direction_dot_self]
      simp only [smul_eq_mul]
      ring
    rw [radius, hd, Real.sq_sqrt (sq_nonneg q)]
    simp only [map_smul, smul_dotProduct, dotProduct_smul, smul_eq_mul]
    field_simp
  have e := sphereAvg_symbol a b
  simp only [sphereAvg, h, mul_assoc, intervalIntegral.integral_const_mul] at e ⊢
  rw [mul_div_assoc, e]
  ring

end

end SpinSpinDipolar
```

```lean
#print axioms SpinSpinDipolar.spinSpin_coulomb
-- 'SpinSpinDipolar.spinSpin_coulomb' depends on axioms: [propext, Classical.choice, Quot.sound]
#print axioms SpinSpinDipolar.spinSpin_cos
-- 'SpinSpinDipolar.spinSpin_cos' depends on axioms: [propext, Classical.choice, Quot.sound]
#print axioms SpinSpinDipolar.contact_coefficient
-- 'SpinSpinDipolar.contact_coefficient' depends on axioms: [propext, Classical.choice, Quot.sound]
```
